# For anti-Hermitian $d$, the coupling $2d f' + d' f$ is Hermitian on amplitudes that vanish at the ends

A derivative is represented here by a second function, $f'$ beside $f$, and a hypothesis states that the two belong together on $[a,b]$, with one-sided derivatives at the ends. The coupling operator is then an expression in both functions.

In Lean 4 with Mathlib:

```lean
import Mathlib

open Matrix Set

namespace NonadiabaticCouplingHermiticity

noncomputable section

variable {n : Type*} [Fintype n] {a b : ℝ}

/-- The function `u` is continuously differentiable on `[a, b]` with derivative `u'`
(one-sided at the ends). -/
structure IsC1On (a b : ℝ) (u u' : ℝ → ℂ) : Prop where
  hasDeriv : ∀ x ∈ Icc a b, HasDerivWithinAt u (u' x) (Icc a b) x
  continuous_deriv : ContinuousOn u' (Icc a b)

/-- The inner product of two multi-state nuclear amplitudes: the integral of `g† h`
over the nuclear coordinate. -/
def overlap (a b : ℝ) (g h : ℝ → n → ℂ) : ℂ :=
  ∫ x in a..b, star (g x) ⬝ᵥ h x

/-- The coupling expression `2 d f' + e f`. The theorems below use `e = d'` and, for the truncated
coupling, `e = 0`. -/
def coupling (d e : ℝ → Matrix n n ℂ) (f f' : ℝ → n → ℂ) (x : ℝ) : n → ℂ :=
  (2 : ℂ) • (d x *ᵥ f' x) + e x *ᵥ f x

lemma IsC1On.continuousOn {u u' : ℝ → ℂ} (h : IsC1On a b u u') :
    ContinuousOn u (Icc a b) :=
  fun x hx => (h.hasDeriv x hx).continuousWithinAt

lemma integrable_form (hab : a ≤ b) {g h : ℝ → n → ℂ} {A : ℝ → Matrix n n ℂ}
    (hg : ∀ i, ContinuousOn (fun x => g x i) (Icc a b))
    (hA : ∀ i j, ContinuousOn (fun x => A x i j) (Icc a b))
    (hh : ∀ i, ContinuousOn (fun x => h x i) (Icc a b)) :
    IntervalIntegrable (fun x => star (g x) ⬝ᵥ (A x *ᵥ h x)) MeasureTheory.volume a b := by
  apply ContinuousOn.intervalIntegrable_of_Icc hab
  simp only [dotProduct, Matrix.mulVec, Pi.star_apply]
  exact continuousOn_finsetSum _ fun i _ => (hg i).star.mul
    (continuousOn_finsetSum _ fun j _ => (hA i j).mul (hh j))

omit [Fintype n] in
/-- If the derivative coupling is anti-Hermitian along the whole path, so is its derivative
with respect to the nuclear coordinate. -/
theorem derivative_antiHermitian (hab : a < b) {d d' : ℝ → Matrix n n ℂ}
    (hd : ∀ i j, IsC1On a b (fun x => d x i j) (fun x => d' x i j))
    (hA : ∀ x ∈ Icc a b, (d x)ᴴ = -d x) : ∀ x ∈ Icc a b, (d' x)ᴴ = -d' x := by
  intro x hx
  ext i j
  have e : ∀ y ∈ Icc a b, star (d y j i) = -d y i j :=
    fun y hy => congrFun (congrFun (hA y hy) i) j
  have h1 := ((hd j i).hasDeriv x hx).star
  have h2 := ((hd i j).hasDeriv x hx).fun_neg
  -- both sides of the entrywise relation have the same derivative
  exact UniqueDiffWithinAt.eq_deriv _ (uniqueDiffOn_Icc hab x hx) h1 (h2.congr e (e x hx))

/-- An anti-Hermitian matrix changes sign when it is moved from one side of the
inner product to the other. -/
theorem antiHermitian_form {A : Matrix n n ℂ} (hA : Aᴴ = -A) (v w : n → ℂ) :
    star (A *ᵥ v) ⬝ᵥ w = -(star v ⬝ᵥ (A *ᵥ w)) := by
  rw [Matrix.star_mulVec, hA, Matrix.vecMul_neg, neg_dotProduct, Matrix.dotProduct_mulVec]

lemma overlap_coupling (hab : a ≤ b) {d e : ℝ → Matrix n n ℂ} {g f f' : ℝ → n → ℂ}
    (hd : ∀ i j, ContinuousOn (fun x => d x i j) (Icc a b))
    (he : ∀ i j, ContinuousOn (fun x => e x i j) (Icc a b))
    (hg : ∀ i, ContinuousOn (fun x => g x i) (Icc a b))
    (hf : ∀ i, IsC1On a b (fun x => f x i) (fun x => f' x i)) :
    overlap a b g (coupling d e f f') =
      2 * overlap a b g (fun x => d x *ᵥ f' x) + overlap a b g (fun x => e x *ᵥ f x) := by
  have i1 := integrable_form hab hg hd (fun i => (hf i).continuous_deriv)
  have i2 := integrable_form hab hg he (fun i => (hf i).continuousOn)
  unfold overlap
  rw [← intervalIntegral.integral_const_mul, ← intervalIntegral.integral_add (i1.const_mul 2) i2]
  refine intervalIntegral.integral_congr fun x _ => ?_
  simp only [coupling, dotProduct_add, dotProduct_smul, smul_eq_mul]

lemma coupling_overlap (hab : a ≤ b) {d e : ℝ → Matrix n n ℂ} {g g' f : ℝ → n → ℂ}
    (hd : ∀ i j, ContinuousOn (fun x => d x i j) (Icc a b))
    (he : ∀ i j, ContinuousOn (fun x => e x i j) (Icc a b))
    (hdA : ∀ x ∈ Icc a b, (d x)ᴴ = -d x) (heA : ∀ x ∈ Icc a b, (e x)ᴴ = -e x)
    (hg : ∀ i, IsC1On a b (fun x => g x i) (fun x => g' x i))
    (hf : ∀ i, ContinuousOn (fun x => f x i) (Icc a b)) :
    overlap a b (coupling d e g g') f =
      -(2 * overlap a b g' (fun x => d x *ᵥ f x) + overlap a b g (fun x => e x *ᵥ f x)) := by
  have i1 := integrable_form hab (fun i => (hg i).continuous_deriv) hd hf
  have i2 := integrable_form hab (fun i => (hg i).continuousOn) he hf
  unfold overlap
  rw [← intervalIntegral.integral_const_mul, ← intervalIntegral.integral_add (i1.const_mul 2) i2,
    ← intervalIntegral.integral_neg]
  refine intervalIntegral.integral_congr fun x hx => ?_
  rw [uIcc_of_le hab] at hx
  simp only [coupling, star_add, star_smul, add_dotProduct, smul_dotProduct, smul_eq_mul,
    antiHermitian_form (hdA x hx), antiHermitian_form (heA x hx), star_ofNat]
  ring

/-- Integration by parts for `g† d f`: the integrals with the derivative on `g`, on `d` and
on `f` add up to the boundary term. -/
theorem integration_by_parts (hab : a ≤ b) {d d' : ℝ → Matrix n n ℂ} {g g' f f' : ℝ → n → ℂ}
    (hd : ∀ i j, IsC1On a b (fun x => d x i j) (fun x => d' x i j))
    (hg : ∀ i, IsC1On a b (fun x => g x i) (fun x => g' x i))
    (hf : ∀ i, IsC1On a b (fun x => f x i) (fun x => f' x i)) :
    overlap a b g' (fun x => d x *ᵥ f x) + overlap a b g (fun x => d' x *ᵥ f x)
      + overlap a b g (fun x => d x *ᵥ f' x)
      = star (g b) ⬝ᵥ (d b *ᵥ f b) - star (g a) ⬝ᵥ (d a *ᵥ f a) := by
  have hB : ∀ x ∈ Icc a b, HasDerivWithinAt (fun x => star (g x) ⬝ᵥ (d x *ᵥ f x))
      (star (g' x) ⬝ᵥ (d x *ᵥ f x) + star (g x) ⬝ᵥ (d' x *ᵥ f x)
        + star (g x) ⬝ᵥ (d x *ᵥ f' x)) (Icc a b) x := by
    intro x hx
    have h := HasDerivWithinAt.fun_sum (u := Finset.univ) fun (i : n) _ =>
      ((hg i).hasDeriv x hx).star.fun_mul
        (HasDerivWithinAt.fun_sum (u := Finset.univ) fun (j : n) _ =>
          ((hd i j).hasDeriv x hx).fun_mul ((hf j).hasDeriv x hx))
    refine h.congr_deriv ?_
    simp only [dotProduct, Matrix.mulVec, Pi.star_apply, Finset.sum_add_distrib, mul_add]
    ring
  have i1 := integrable_form hab (fun i => (hg i).continuous_deriv)
    (fun i j => (hd i j).continuousOn) (fun i => (hf i).continuousOn)
  have i2 := integrable_form hab (fun i => (hg i).continuousOn)
    (fun i j => (hd i j).continuous_deriv) (fun i => (hf i).continuousOn)
  have i3 := integrable_form hab (fun i => (hg i).continuousOn)
    (fun i j => (hd i j).continuousOn) (fun i => (hf i).continuous_deriv)
  unfold overlap
  rw [← intervalIntegral.integral_add i1 i2, ← intervalIntegral.integral_add (i1.add i2) i3]
  exact intervalIntegral.integral_eq_sub_of_hasDerivAt_of_le hab
    (fun x hx => (hB x hx).continuousWithinAt)
    (fun x hx => (hB x (Ioo_subset_Icc_self hx)).hasDerivAt (Icc_mem_nhds hx.1 hx.2))
    ((i1.add i2).add i3)

/-- For anti-Hermitian C1 `d` and any C1 amplitudes, the Hermiticity defect `⟨g, L f⟩ - ⟨L g, f⟩` of
`L f = 2 d f' + d' f` is twice the change of `g† d f` from `a` to `b`. -/
theorem coupling_boundary (hab : a < b) {d d' : ℝ → Matrix n n ℂ} {g g' f f' : ℝ → n → ℂ}
    (hd : ∀ i j, IsC1On a b (fun x => d x i j) (fun x => d' x i j))
    (hA : ∀ x ∈ Icc a b, (d x)ᴴ = -d x)
    (hg : ∀ i, IsC1On a b (fun x => g x i) (fun x => g' x i))
    (hf : ∀ i, IsC1On a b (fun x => f x i) (fun x => f' x i)) :
    overlap a b g (coupling d d' f f') - overlap a b (coupling d d' g g') f
      = 2 * (star (g b) ⬝ᵥ (d b *ᵥ f b) - star (g a) ⬝ᵥ (d a *ᵥ f a)) := by
  rw [overlap_coupling hab.le (fun i j => (hd i j).continuousOn)
      (fun i j => (hd i j).continuous_deriv) (fun i => (hg i).continuousOn) hf,
    coupling_overlap hab.le (fun i j => (hd i j).continuousOn)
      (fun i j => (hd i j).continuous_deriv) hA (derivative_antiHermitian hab hd hA) hg
      (fun i => (hf i).continuousOn)]
  linear_combination 2 * integration_by_parts hab.le hd hg hf

/-- For anti-Hermitian C1 `d`, the coupling `L f = 2 d f' + d' f` satisfies `⟨g, L f⟩ = ⟨L g, f⟩`
for C1 amplitudes when `f` vanishes at both ends. -/
theorem coupling_hermitian (hab : a < b) {d d' : ℝ → Matrix n n ℂ} {g g' f f' : ℝ → n → ℂ}
    (hd : ∀ i j, IsC1On a b (fun x => d x i j) (fun x => d' x i j))
    (hA : ∀ x ∈ Icc a b, (d x)ᴴ = -d x)
    (hg : ∀ i, IsC1On a b (fun x => g x i) (fun x => g' x i))
    (hf : ∀ i, IsC1On a b (fun x => f x i) (fun x => f' x i))
    (hfa : f a = 0) (hfb : f b = 0) :
    overlap a b g (coupling d d' f f') = overlap a b (coupling d d' g g') f := by
  have h := coupling_boundary hab hd hA hg hf
  rw [hfa, hfb] at h
  simp only [Matrix.mulVec_zero, dotProduct_zero, sub_zero, mul_zero] at h
  exact sub_eq_zero.mp h

/-- For anti-Hermitian C1 `d` and C1 amplitudes, the coupling `2 d f'` that remains when the term
`d' f` is dropped has Hermiticity defect `-2 ⟨g, d' f⟩` when `f` vanishes at both ends. -/
theorem truncated_defect (hab : a < b) {d d' : ℝ → Matrix n n ℂ} {g g' f f' : ℝ → n → ℂ}
    (hd : ∀ i j, IsC1On a b (fun x => d x i j) (fun x => d' x i j))
    (hA : ∀ x ∈ Icc a b, (d x)ᴴ = -d x)
    (hg : ∀ i, IsC1On a b (fun x => g x i) (fun x => g' x i))
    (hf : ∀ i, IsC1On a b (fun x => f x i) (fun x => f' x i))
    (hfa : f a = 0) (hfb : f b = 0) :
    overlap a b g (coupling d (fun _ => 0) f f') - overlap a b (coupling d (fun _ => 0) g g') f
      = -2 * overlap a b g (fun x => d' x *ᵥ f x) := by
  have h := integration_by_parts hab.le hd hg hf
  rw [hfa, hfb] at h
  simp only [Matrix.mulVec_zero, dotProduct_zero, sub_zero] at h
  have hz : overlap a b g (fun x => (0 : Matrix n n ℂ) *ᵥ f x) = 0 := by
    simp [overlap]
  -- expand both sides with the zero matrix in place of `d'`
  have h1 := overlap_coupling (e := fun _ => (0 : Matrix n n ℂ)) hab.le
    (fun i j => (hd i j).continuousOn) (fun _ _ => continuousOn_const)
    (fun i => (hg i).continuousOn) hf
  have h2 := coupling_overlap (e := fun _ => (0 : Matrix n n ℂ)) hab.le
    (fun i j => (hd i j).continuousOn) (fun _ _ => continuousOn_const) hA
    (fun _ _ => by simp) hg (fun i => (hf i).continuousOn)
  simp only [hz] at h1 h2
  linear_combination h1 - h2 + 2 * h

/-- The amplitude `x (1 - x)`. -/
def bump (x : ℝ) : ℂ := x * (1 - x)

/-- The slope `1 - 2 x`. -/
def bumpSlope (x : ℝ) : ℂ := 1 - 2 * x

/-- In a two-state model on `[0, 1]` with coupling `d₁₂ = x = -d₂₁` and the amplitude `x (1 - x)`
on either state, the truncated coupling `2 d f'` gives the two unequal values `1/30` and `-1/30`. -/
theorem truncated_not_hermitian :
    IsC1On 0 1 bump bumpSlope ∧
    overlap 0 1 (fun x => ![0, bump x]) (coupling (fun x => !![0, (x : ℂ); -(x : ℂ), 0])
      (fun _ => 0) (fun x => ![bump x, 0]) (fun x => ![bumpSlope x, 0])) = 1 / 30 ∧
    overlap 0 1 (coupling (fun x => !![0, (x : ℂ); -(x : ℂ), 0])
      (fun _ => 0) (fun x => ![0, bump x]) (fun x => ![0, bumpSlope x]))
      (fun x => ![bump x, 0]) = -(1 / 30) := by
  have hreal : ∫ x in (0 : ℝ)..1, (-2 * x ^ 2 + 6 * x ^ 3 - 4 * x ^ 4) = 1 / 30 := by
    have hF : ∀ x ∈ uIcc (0 : ℝ) 1, HasDerivAt
        (fun y : ℝ => -2 / 3 * y ^ 3 + 3 / 2 * y ^ 4 - 4 / 5 * y ^ 5)
        (-2 * x ^ 2 + 6 * x ^ 3 - 4 * x ^ 4) x := by
      intro x _
      refine ((((hasDerivAt_pow 3 x).const_mul (-2 / 3)).fun_add
        ((hasDerivAt_pow 4 x).const_mul (3 / 2))).fun_sub
        ((hasDerivAt_pow 5 x).const_mul (4 / 5))).congr_deriv ?_
      norm_num
      ring
    rw [intervalIntegral.integral_eq_sub_of_hasDerivAt hF
      (Continuous.intervalIntegrable (by fun_prop) _ _)]
    norm_num
  have key : ∫ x in (0 : ℝ)..1, ((-2 * x ^ 2 + 6 * x ^ 3 - 4 * x ^ 4 : ℝ) : ℂ) = 1 / 30 := by
    rw [intervalIntegral.integral_ofReal, hreal]
    norm_num
  refine ⟨⟨fun x _ => ?_, ?_⟩, ?_, ?_⟩
  · have h : HasDerivAt (fun y : ℝ => (y : ℂ)) 1 x := by
      have h0 := (hasDerivAt_id x).ofReal_comp
      exact h0.congr_deriv Complex.ofReal_one
    refine ((h.fun_mul (h.const_sub 1)).congr_deriv ?_).hasDerivWithinAt
    simp only [bumpSlope]
    ring
  · unfold bumpSlope
    exact Continuous.continuousOn (by fun_prop)
  · rw [← key]
    refine intervalIntegral.integral_congr fun x _ => ?_
    simp [coupling, bump, bumpSlope, dotProduct, Fin.sum_univ_two]
    ring
  · rw [← key, ← intervalIntegral.integral_neg]
    refine intervalIntegral.integral_congr fun x _ => ?_
    simp [coupling, bump, bumpSlope, dotProduct, Fin.sum_univ_two]
    ring

end

end NonadiabaticCouplingHermiticity
```

```lean
#print axioms NonadiabaticCouplingHermiticity.coupling_hermitian
#print axioms NonadiabaticCouplingHermiticity.truncated_defect
#print axioms NonadiabaticCouplingHermiticity.truncated_not_hermitian
```

```
'NonadiabaticCouplingHermiticity.coupling_hermitian' depends on axioms: [propext, Classical.choice, Quot.sound]
'NonadiabaticCouplingHermiticity.truncated_defect' depends on axioms: [propext, Classical.choice, Quot.sound]
'NonadiabaticCouplingHermiticity.truncated_not_hermitian' depends on axioms: [propext, Classical.choice, Quot.sound]
```

## Amplitudes, coupling and boundary values

The real number $x$ is a nuclear coordinate, and the finite type `n` labels the electronic states. An amplitude `f : ℝ → n → ℂ` gives one complex number per state at each $x$, and `d x` is the matrix of derivative couplings. `IsC1On a b u u'` says that $u'$ is the derivative of $u$ on $[a,b]$ and is continuous there. It is required of every component of $f$ and $g$ and every entry of $d$.

The inner product `overlap a b g h` is
$$\langle g,h\rangle=\int_a^b g(x)^\dagger h(x)\,dx ,$$
with the conjugate on the first argument. The function `coupling d e f f'` is $2d f'+e f$. Taking $e=d'$ gives $Lf=2d f'+d' f$, and taking $e=0$ gives the truncated coupling.

For $a<b$ and $d^\dagger=-d$ throughout $[a,b]$, `coupling_boundary` states
$$\langle g,Lf\rangle-\langle Lg,f\rangle=2\left[g^\dagger d f\right]_a^b .$$
If $f(a)=f(b)=0$, the right side is zero and the two integrals agree, which is `coupling_hermitian`. No boundary condition on $g$ is needed.

This is Hermiticity in the sense of equal matrix elements; self-adjointness, which also concerns operator domains, is a stronger property. The setting is one coordinate on a bounded interval with finitely many states, and a coupling that diverges inside the interval is excluded.

## The origin of the coupling in the nuclear kinetic energy

Expand a molecular wavefunction as $\sum_j f_j(x)\,\varphi_j(x)$, where the electronic states $\varphi_j(x)$ are orthonormal at each $x$ and depend smoothly on it. With nuclear mass $M$ and $\hbar=1$, projecting the kinetic energy $-\frac{1}{2M}\partial_x^2$ on $\varphi_i$ gives
$$-\frac{1}{2M}\Big(f_i''+\sum_j\big(2d_{ij}f_j'+D_{ij}f_j\big)\Big),$$
where $d_{ij}=\langle\varphi_i|\partial_x\varphi_j\rangle$ and $D_{ij}=\langle\varphi_i|\partial_x^2\varphi_j\rangle$. Differentiating $\langle\varphi_i|\varphi_j\rangle=\delta_{ij}$ gives $d^\dagger=-d$. The theorems take this property as a hypothesis, since no electronic wavefunctions appear in them.

Differentiating $d_{ij}$ gives $D_{ij}=d'_{ij}-\langle\partial_x\varphi_i|\partial_x\varphi_j\rangle$. The last matrix is Hermitian by itself, and the remaining terms form $L$. In this one-coordinate, finite-state model, the result shows that $2d f'$ taken together with the part $d'$ of the second-derivative coupling is Hermitian on amplitudes that vanish at the ends.

## Moving the derivative from $f$ to $g$

**The derivative of the coupling.** Entry by entry, anti-Hermiticity reads $\overline{d_{ji}(x)}=-d_{ij}(x)$. Differentiating gives $\overline{d'_{ji}}=-d'_{ij}$, so $d'$ is anti-Hermitian too. `derivative_antiHermitian` does this by noting that both sides are the same function on $[a,b]$ and therefore have the same derivative. Uniqueness of the one-sided derivative is where $a<b$ enters.

**Crossing the inner product.** If $A^\dagger=-A$, then
$$(Av)^\dagger w=v^\dagger A^\dagger w=-v^\dagger A w .$$
This is `antiHermitian_form`.

**Expanding the two sides.** Linearity gives
$$\langle g,Lf\rangle=2\langle g,d f'\rangle+\langle g,d' f\rangle .$$
Applying the sign rule to both $d$ and $d'$ gives
$$\langle Lg,f\rangle=-2\langle g',d f\rangle-\langle g,d' f\rangle .$$
The lemmas `overlap_coupling` and `coupling_overlap` prove these expansions for a general second matrix $e$, which in the second lemma must be anti-Hermitian. `integrable_form` supplies the integrability needed to split the integrals.

**Integrating the product rule.** Since
$$(g^\dagger d f)'=g'^\dagger d f+g^\dagger d' f+g^\dagger d f',$$
the fundamental theorem of calculus gives
$$\langle g',d f\rangle+\langle g,d' f\rangle+\langle g,d f'\rangle=\left[g^\dagger d f\right]_a^b .$$
In `integration_by_parts`, the statement `hB` is the product rule, obtained by differentiating the finite sums over states. The theorem about integrals of derivatives then needs continuity on $[a,b]$, an integrable derivative, and differentiability in the ordinary sense only in the interior.

**Subtracting.** The difference of the two expansions is
$$2\big(\langle g,d f'\rangle+\langle g,d' f\rangle+\langle g',d f\rangle\big),$$
twice the sum just computed. The `linear_combination` line in `coupling_boundary` performs this step, and `coupling_hermitian` inserts the zero boundary values.

## The defect left by dropping $d' f$

With $e=0$ and $f$ zero at both ends, the same expansions give
$$\langle g,2d f'\rangle-\langle 2d g',f\rangle
=2\langle g,d f'\rangle+2\langle g',d f\rangle
=-2\langle g,d' f\rangle ,$$
which is `truncated_defect`. Neglecting all of $D$ while keeping $2d f'$ produces this defect.

It is nonzero in a two-state model on $[0,1]$. Let $u=x(1-x)$, $f=(u,0)$, $g=(0,u)$ and
$$d=\begin{pmatrix}0&x\\-x&0\end{pmatrix}.$$
Then
$$\langle g,2d f'\rangle=-2\int_0^1 x\,u\,u'\,dx=\int_0^1(-2x^2+6x^3-4x^4)\,dx=-\tfrac23+\tfrac32-\tfrac45=\tfrac1{30},$$
while $\langle 2d g',f\rangle=2\int_0^1 x\,u\,u'\,dx=-\tfrac1{30}$. `truncated_not_hermitian` evaluates both integrals from an explicit antiderivative, and also verifies that $u$ is continuously differentiable with slope $1-2x$.

## The symmetrised product on a grid

The identity $2d f'+d' f=d f'+(d f)'$ suggests a convenient discretisation. On a uniform grid with zero boundary values, central differences give a real antisymmetric matrix $P$, acting identically on each electronic state. Let $\mathbf d$ be the block-diagonal matrix of the couplings at the grid points. Then
$$(\mathbf dP+P\mathbf d)^\dagger=P^\dagger\mathbf d^\dagger+\mathbf d^\dagger P^\dagger=P\mathbf d+\mathbf dP .$$
A code that assembles $\mathbf dP+P\mathbf d$ gets a coupling matrix that is Hermitian up to rounding, without a separate array for $d'$. The matrix $2\mathbf dP$ is Hermitian only if $\mathbf d$ and $P$ commute.
